# Sum rules for spin $j$ and the squared reduced element of $\mathbf J$, given the Wigner-Eckart form

I compute Zeeman and magnetic-dipole matrix elements between the $2j+1$ states $|m\rangle$, $m=-j,\dots,j$, of one multiplet of angular momentum $j$, with $\hbar=1$. I write them as a phase times a 3j symbol times a reduced element, so I need the reduced element $R$ of the angular momentum $\mathbf J$ itself. In the Edmonds convention it should satisfy $R^2=j(j+1)(2j+1)$, and I believe this follows from
$$\sum_m m^2=\tfrac13 j(j+1)(2j+1),\qquad \sum_m\,[\,j(j+1)-m(m+1)\,]=\tfrac23 j(j+1)(2j+1).$$
Can this be made rigorous and machine-checked for integer and half-integer $j$ together, and what has to be assumed?

## Sums over the multiplet

Both sums can be proved without assumptions. The value of $R^2$ follows once the Wigner-Eckart factorisation and the normalisation of its geometric factor are taken as hypotheses.

Let $n$ be a natural number, $j=n/2$, and label the states by $k=0,\dots,n$ with $m=k-j$. For any real $x$ and natural $N$,
$$\sum_{k=0}^{N-1}(k-x)=\tfrac12N(N-1)-Nx,\qquad \sum_{k=0}^{N-1}(k-x)^2=\tfrac16N(N-1)(2N-1)-xN(N-1)+Nx^2 .$$
Both sides vanish at $N=0$. Adding the term $k=N$ uses $\tfrac12N(N-1)+N=\tfrac12(N+1)N$ in the first formula. In the second it uses $\tfrac16N(N-1)(2N-1)+N^2=\tfrac16(N+1)N(2N+1)$ and $-xN(N-1)-2xN=-x(N+1)N$. Put $x=j$ and $N=2j+1$. The first formula gives $\sum_m m=Nj-Nj=0$, and the second gives
$$\sum_m m^2=(2j+1)\left[\tfrac13 j(4j+1)-2j^2+j^2\right]=\tfrac13 j(j+1)(2j+1).$$
With the ladder coefficient $c_m=j(j+1)-m(m+1)$,
$$\sum_m c_m=(2j+1)\,j(j+1)-\sum_m m^2-\sum_m m=\tfrac23 j(j+1)(2j+1).$$

## Ladder matrices and the reduced element

Let $J_z$ be diagonal with entries $m$, let $\langle m+1|J_+|m\rangle=\sqrt{c_m}$ be the only entries of $J_+$, and let $J_-=J_+^{\mathsf T}$. Since $c_m=(j-m)(j+m+1)=(n-k)(k+1)$, the coefficient is nonnegative and vanishes at $m=j$. Multiplying out, $J_-J_+$ is diagonal with entries $c_m$, and $J_+J_-$ is diagonal with entries $c_{m-1}=j(j+1)-m(m-1)$, which is zero at $m=-j$. Their difference is $2m$, so $[J_+,J_-]=2J_z$. Their mean is $j(j+1)-m^2$, so $J_z^2+\tfrac12(J_+J_-+J_-J_+)=j(j+1)$. An entry of $[J_z,J_\pm]$ is $(m'-m)\langle m'|J_\pm|m\rangle$ with $m'-m=\pm1$ wherever the element is nonzero, so $[J_z,J_\pm]=\pm J_\pm$.

The spherical components $J_q$, $q=0,\pm1$, are $J_0=J_z$, $J_{+1}=-J_+/\sqrt2$ and $J_{-1}=J_-/\sqrt2$. Let $S_q=\sum_{m',m}\langle m'|J_q|m\rangle^2$. Then $S_0=\sum_m m^2$, and $S_{\pm1}=\tfrac12\operatorname{tr}(J_-J_+)=\tfrac12\sum_m c_m$. All three equal $\tfrac13j(j+1)(2j+1)$.

Now fix $q$ and assume, for real numbers $w(m',m)$ and $R$,
$$\langle m'|J_q|m\rangle=(-1)^{j-m'}\,w(m',m)\,R,\qquad \sum_{m',m}w(m',m)^2=\tfrac13 .$$
Here $w$ stands for the 3j symbol $\begin{pmatrix} j&1&j\\-m'&q&m\end{pmatrix}$. That symbol is, up to sign, $1/\sqrt3$ times a Clebsch-Gordan coefficient for coupling two angular momenta $j$ to total angular momentum 1, so for $j\ge\tfrac12$, where this coupled state exists, the value $\tfrac13$ expresses that it has unit norm. Squaring removes the phase, and summing gives $S_q=R^2/3$. Hence $R^2=j(j+1)(2j+1)$.

```lean
import Mathlib

open Matrix

namespace ReducedElementOfJ

noncomputable section

/-- The angular momentum quantum number j = n/2. -/
def spin (n : ℕ) : ℝ := n / 2

/-- The magnetic quantum number m = -j + k of the k-th basis state. -/
def mag (n k : ℕ) : ℝ := k - spin n

/-- The ladder coefficient j(j+1) - m(m+1) of the k-th basis state. -/
def ladder (n k : ℕ) : ℝ := spin n * (spin n + 1) - mag n k * (mag n k + 1)

/-- The matrix of J_z on the 2j+1 states, diagonal with entries m. -/
def Jz (n : ℕ) : Matrix (Fin (n + 1)) (Fin (n + 1)) ℝ := diagonal fun k => mag n k

/-- The raising operator, with element sqrt(j(j+1) - m(m+1)) from state m to state m+1. -/
def Jp (n : ℕ) : Matrix (Fin (n + 1)) (Fin (n + 1)) ℝ :=
  of fun a b => if a.val = b.val + 1 then Real.sqrt (ladder n b) else 0

/-- The lowering operator, the transpose of the real raising operator. -/
def Jm (n : ℕ) : Matrix (Fin (n + 1)) (Fin (n + 1)) ℝ := (Jp n)ᵀ

/-- Spherical components of J: J_0 = J_z, J_(+1) = -J_+ / sqrt 2, J_(-1) = J_- / sqrt 2. -/
def Jsph (n : ℕ) : SignType → Matrix (Fin (n + 1)) (Fin (n + 1)) ℝ
  | .zero => Jz n
  | .pos => (-(1 / Real.sqrt 2)) • Jp n
  | .neg => (1 / Real.sqrt 2) • Jm n

/-- First and second moments of the N equally spaced values -x, -x+1, ..., -x+N-1. -/
theorem sum_range_moments (x : ℝ) (N : ℕ) :
    ∑ k ∈ Finset.range N, ((k : ℝ) - x) = N * (N - 1) / 2 - N * x ∧
    ∑ k ∈ Finset.range N, ((k : ℝ) - x) ^ 2
      = N * (N - 1) * (2 * N - 1) / 6 - x * N * (N - 1) + N * x ^ 2 := by
  induction N with
  | zero => simp
  | succ N ih =>
    rw [Finset.sum_range_succ, Finset.sum_range_succ, ih.1, ih.2]
    push_cast
    constructor <;> ring

/-- The sum of m^2 over m = -j, ..., j is j(j+1)(2j+1)/3. -/
theorem sum_mag_sq (n : ℕ) :
    ∑ k : Fin (n + 1), mag n k ^ 2 = spin n * (spin n + 1) * (2 * spin n + 1) / 3 := by
  rw [Fin.sum_univ_eq_sum_range (fun k => mag n k ^ 2) (n + 1)]
  unfold mag
  rw [(sum_range_moments (spin n) (n + 1)).2]
  unfold spin
  push_cast
  ring

/-- The sum of j(j+1) - m(m+1) over m = -j, ..., j is 2j(j+1)(2j+1)/3. -/
theorem sum_ladder (n : ℕ) :
    ∑ k : Fin (n + 1), ladder n k = 2 * spin n * (spin n + 1) * (2 * spin n + 1) / 3 := by
  rw [Fin.sum_univ_eq_sum_range (fun k => ladder n k) (n + 1)]
  have h : ∀ k : ℕ, ladder n k
      = spin n * (spin n + 1) - ((k : ℝ) - spin n) ^ 2 - ((k : ℝ) - spin n) := by
    intro k
    unfold ladder mag
    ring
  rw [Finset.sum_congr rfl (fun k _ => h k), Finset.sum_sub_distrib, Finset.sum_sub_distrib,
    (sum_range_moments (spin n) (n + 1)).1, (sum_range_moments (spin n) (n + 1)).2,
    Finset.sum_const, Finset.card_range, nsmul_eq_mul]
  unfold spin
  push_cast
  ring

/-- The ladder coefficient is nonnegative for every m in -j, ..., j. -/
theorem ladder_nonneg (n : ℕ) (k : Fin (n + 1)) : 0 ≤ ladder n k := by
  -- j(j+1) - m(m+1) = (j-m)(j+m+1)
  have h : ladder n k = ((n : ℝ) - (k.val : ℝ)) * ((k.val : ℝ) + 1) := by
    unfold ladder mag spin
    ring
  have hk : (k.val : ℝ) ≤ n := by exact_mod_cast Nat.lt_succ_iff.mp k.isLt
  rw [h]
  exact mul_nonneg (sub_nonneg.mpr hk) (by positivity)

/-- J_- J_+ is diagonal with entries j(j+1) - m(m+1). -/
theorem Jm_mul_Jp (n : ℕ) : Jm n * Jp n = diagonal fun k : Fin (n + 1) => ladder n k := by
  ext a b
  simp only [Jm, Jp, mul_apply, transpose_apply, of_apply, diagonal_apply]
  by_cases ha : a.val < n
  · obtain ⟨c, hc⟩ : ∃ c : Fin (n + 1), c.val = a.val + 1 := ⟨⟨a.val + 1, by omega⟩, rfl⟩
    rw [Finset.sum_eq_single c]
    · by_cases hab : a = b
      · subst hab
        rw [if_pos hc, if_pos rfl, Real.mul_self_sqrt (ladder_nonneg n a)]
      · have h : ¬ c.val = b.val + 1 := fun h => hab (Fin.ext (by omega))
        rw [if_neg h, if_neg hab, mul_zero]
    · intro d _ hd
      have h : ¬ d.val = a.val + 1 := fun h => hd (Fin.ext (by omega))
      rw [if_neg h, zero_mul]
    · simp
  · -- top state m = j: nothing above it, and the coefficient vanishes
    have han : a.val = n := by have := a.isLt; omega
    have h0 : ladder n a = 0 := by
      rw [han]
      unfold ladder mag spin
      ring
    rw [h0, ite_self]
    refine Finset.sum_eq_zero fun d _ => ?_
    have h : ¬ d.val = a.val + 1 := by have := d.isLt; omega
    rw [if_neg h, zero_mul]

/-- J_+ J_- is diagonal with entries j(j+1) - m(m-1). -/
theorem Jp_mul_Jm (n : ℕ) : Jp n * Jm n
    = diagonal fun k : Fin (n + 1) => spin n * (spin n + 1) - mag n k * (mag n k - 1) := by
  ext a b
  simp only [Jm, Jp, mul_apply, transpose_apply, of_apply, diagonal_apply]
  by_cases ha : 0 < a.val
  · obtain ⟨c, hc⟩ : ∃ c : Fin (n + 1), a.val = c.val + 1 :=
      ⟨⟨a.val - 1, by have := a.isLt; omega⟩, by simp only; omega⟩
    rw [Finset.sum_eq_single c]
    · by_cases hab : a = b
      · subst hab
        rw [if_pos hc, if_pos rfl, Real.mul_self_sqrt (ladder_nonneg n c), hc]
        unfold ladder mag
        push_cast
        ring
      · have h : ¬ b.val = c.val + 1 := fun h => hab (Fin.ext (by omega))
        rw [if_neg h, if_neg hab, mul_zero]
    · intro d _ hd
      have h : ¬ a.val = d.val + 1 := fun h => hd (Fin.ext (by omega))
      rw [if_neg h, zero_mul]
    · simp
  · -- bottom state m = -j
    have ha0 : a.val = 0 := by omega
    have h0 : spin n * (spin n + 1) - mag n a * (mag n a - 1) = 0 := by
      rw [ha0]
      unfold mag
      push_cast
      ring
    rw [h0, ite_self]
    refine Finset.sum_eq_zero fun d _ => ?_
    have h : ¬ a.val = d.val + 1 := by omega
    rw [if_neg h, zero_mul]

/-- The matrices obey [J_z, J_+] = J_+, [J_z, J_-] = -J_-, [J_+, J_-] = 2 J_z and
J_z^2 + (J_+ J_- + J_- J_+)/2 = j(j+1). -/
theorem angular_momentum_algebra (n : ℕ) :
    Jz n * Jp n - Jp n * Jz n = Jp n ∧ Jz n * Jm n - Jm n * Jz n = -Jm n ∧
    Jp n * Jm n - Jm n * Jp n = (2 : ℝ) • Jz n ∧
    Jz n * Jz n + (1 / 2 : ℝ) • (Jp n * Jm n + Jm n * Jp n)
      = (spin n * (spin n + 1)) • (1 : Matrix (Fin (n + 1)) (Fin (n + 1)) ℝ) := by
  have hstep : ∀ a b : ℕ, a = b + 1 → mag n a = mag n b + 1 := by
    intro a b h
    rw [h]
    unfold mag
    push_cast
    ring
  refine ⟨?_, ?_, ?_, ?_⟩
  · ext a b
    simp only [Matrix.sub_apply, Jz, diagonal_mul, mul_diagonal, Jp, of_apply]
    split_ifs with h
    · rw [hstep _ _ h]
      ring
    · ring
  · ext a b
    simp only [Matrix.sub_apply, Matrix.neg_apply, Jz, diagonal_mul, mul_diagonal, Jm,
      transpose_apply, Jp, of_apply]
    split_ifs with h
    · rw [hstep _ _ h]
      ring
    · ring
  · rw [Jp_mul_Jm, Jm_mul_Jp]
    ext a b
    simp only [Matrix.sub_apply, Matrix.smul_apply, Jz, diagonal_apply, smul_eq_mul, ladder]
    split_ifs <;> ring
  · rw [Jp_mul_Jm, Jm_mul_Jp, Jz, diagonal_mul_diagonal]
    ext a b
    simp only [Matrix.add_apply, Matrix.smul_apply, diagonal_apply, Matrix.one_apply,
      smul_eq_mul, ladder]
    split_ifs <;> ring

/-- For each q the squared matrix elements of J_q sum to j(j+1)(2j+1)/3. -/
theorem sum_sq_spherical (n : ℕ) (q : SignType) :
    ∑ a, ∑ b, Jsph n q a b ^ 2 = spin n * (spin n + 1) * (2 * spin n + 1) / 3 := by
  -- the squared elements of J_+ sum to the trace of J_- J_+
  have ht : trace (Jm n * Jp n) = 2 * spin n * (spin n + 1) * (2 * spin n + 1) / 3 := by
    rw [Jm_mul_Jp, trace_diagonal]
    exact sum_ladder n
  have hp : ∑ a, ∑ b, Jp n a b ^ 2 = 2 * spin n * (spin n + 1) * (2 * spin n + 1) / 3 := by
    rw [Finset.sum_comm, ← ht]
    simp only [trace, diag_apply, mul_apply, Jm, transpose_apply, sq]
  have hm : ∑ a, ∑ b, Jm n a b ^ 2 = 2 * spin n * (spin n + 1) * (2 * spin n + 1) / 3 := by
    rw [Finset.sum_comm]
    exact hp
  have hz : ∀ a, ∑ b, Jz n a b ^ 2 = mag n a ^ 2 := by
    intro a
    simp [Jz, diagonal_apply]
  have hs : (1 / Real.sqrt 2) ^ 2 = 1 / 2 := by
    rw [div_pow, Real.sq_sqrt (by norm_num)]
    norm_num
  cases q with
  | zero =>
    simp only [Jsph, hz]
    exact sum_mag_sq n
  | neg =>
    simp only [Jsph, Matrix.smul_apply, smul_eq_mul, mul_pow, hs, ← Finset.mul_sum, hm]
    ring
  | pos =>
    simp only [Jsph, Matrix.smul_apply, smul_eq_mul, mul_pow, neg_sq, hs, ← Finset.mul_sum, hp]
    ring

/-- If, for a real matrix w and a real R, a component J_q factorises as <m'|J_q|m> = (-1)^(j-m')
w(m',m) R with the squares of the entries of w summing to 1/3, then R^2 = j(j+1)(2j+1). -/
theorem reduced_element_sq (n : ℕ) (q : SignType) (w : Matrix (Fin (n + 1)) (Fin (n + 1)) ℝ)
    (R : ℝ) (hWE : ∀ a b, Jsph n q a b = (-1) ^ (a.rev.val) * w a b * R)
    (hw : ∑ a, ∑ b, w a b ^ 2 = 1 / 3) :
    R ^ 2 = spin n * (spin n + 1) * (2 * spin n + 1) := by
  have h := sum_sq_spherical n q
  -- the phase drops out on squaring
  have hph : ∀ k : ℕ, ((-1 : ℝ) ^ k) ^ 2 = 1 := by
    intro k
    rw [← pow_mul, mul_comm, pow_mul]
    norm_num
  simp only [hWE, mul_pow, hph, one_mul, ← Finset.sum_mul, hw] at h
  linarith

/-- For j = 1/2 and q = 0, the matrix w = diag(1/sqrt 6, 1/sqrt 6) and R = sqrt 6 / 2 give the
factorisation <m'|J_0|m> = (-1)^(j-m') w(m',m) R, and the squares of w sum to 1/3. -/
theorem reduced_element_sq_witness :
    (∀ a b : Fin 2, Jsph 1 .zero a b
      = (-1) ^ (a.rev.val) * diagonal (fun _ => 1 / Real.sqrt 6) a b * (Real.sqrt 6 / 2)) ∧
    ∑ a : Fin 2, ∑ b : Fin 2, diagonal (fun _ => 1 / Real.sqrt 6) a b ^ 2 = 1 / 3 := by
  have h0 : Real.sqrt 6 ≠ 0 := by positivity
  have h6 : Real.sqrt 6 ^ 2 = 6 := Real.sq_sqrt (by norm_num)
  have h1 : 1 / Real.sqrt 6 * (Real.sqrt 6 / 2) = 1 / 2 := by field_simp
  constructor
  · intro a b
    simp only [Jsph, Jz, diagonal_apply, mul_assoc, ite_mul, h1, zero_mul]
    split_ifs
    · fin_cases a <;> norm_num [mag, spin, Fin.rev]
    · ring
  · simp [diagonal_apply, h6]
    norm_num

end

end ReducedElementOfJ
```

```lean
#print axioms ReducedElementOfJ.angular_momentum_algebra
#print axioms ReducedElementOfJ.reduced_element_sq
```

```
'ReducedElementOfJ.angular_momentum_algebra' depends on axioms: [propext, Classical.choice, Quot.sound]
'ReducedElementOfJ.reduced_element_sq' depends on axioms: [propext, Classical.choice, Quot.sound]
```

## From quantum numbers to Lean objects

`spin n` is $j$, `mag n k` is $m=k-j$ and `ladder n k` is $c_m$. States are indexed by `Fin (n + 1)`, that is $k=0,\dots,n$, in order of increasing $m$. In a matrix entry the row index `a` labels $m'$ and the column index `b` labels $m$, so `Jp` is nonzero only for `a.val = b.val + 1`. The ladder elements are chosen nonnegative, which is the Condon-Shortley phase convention; all matrices are then real, so the adjoint is the transpose. `Jsph n q` is $J_q$, with the three values `.neg`, `.zero`, `.pos` of `SignType` for $q=-1,0,+1$.

`sum_mag_sq` and `sum_ladder` are the two sums for every `n`. `angular_momentum_algebra` states the three commutators and the Casimir value, and `sum_sq_spherical` gives $S_q$ for every `n` and `q`. `reduced_element_sq` says that for any `n`, `q`, real matrix `w` and real `R`, the factorisation `hWE` and the normalisation `hw` imply $R^2=j(j+1)(2j+1)$. The exponent `a.rev.val` equals $n-a=j-m'$, a natural number even for half-integer $j$.

The Wigner-Eckart theorem is not derived and no 3j symbol is defined. The matrix `w` is constrained only by `hWE` and `hw`, so the content is that this normalisation determines $R^2$, with the same value for each $q$. The sign of $R$ stays open, because $(w,R)\to(-w,-R)$ preserves both hypotheses. At $n=0$ all matrices vanish, both sums read $0=0$, and the hypotheses force $R=0$; the actual 3j symbol is zero for $j=0$, so `hw` describes it only for $j\ge\tfrac12$. `reduced_element_sq_witness` satisfies both hypotheses at $j=\tfrac12$, $q=0$, with $w=\operatorname{diag}(1/\sqrt6,1/\sqrt6)$ and $R=\sqrt6/2$, in agreement with $R^2=\tfrac12\cdot\tfrac32\cdot2=\tfrac32$. That these entries are the values of the 3j symbol is an identification the file does not verify.

Within a single multiplet of fixed $j$, this $R^2$ sets the magnitude of the reduced element that multiplies the $g$-factor in Zeeman matrix elements; elements between different $j$ are not covered.

## How the lemmas follow the algebra

`sum_range_moments` is the induction: `Finset.sum_range_succ` splits off the term $k=N$, the inductive hypothesis replaces the rest, and `ring` confirms the identities written above. `sum_mag_sq` applies its second half at $x=j$, $N=n+1$. `sum_ladder` first writes $c_m=j(j+1)-m^2-m$, splits the sum into three and uses both halves.

`ladder_nonneg` obtains $c_m\ge0$ from the factorisation $(n-k)(k+1)$, and this inequality is the hypothesis `Real.mul_self_sqrt` needs for $\sqrt{c_m}\sqrt{c_m}=c_m$. In `Jm_mul_Jp` the sum over intermediate states collapses, by `Finset.sum_eq_single`, to the state `c` one step above `a`, and what remains is $c_m$ on the diagonal and zero elsewhere. For the top state every term is zero and `h0` shows that the coefficient vanishes too. `Jp_mul_Jm` does the same with the state one step below and treats the bottom state separately. `angular_momentum_algebra` works entry by entry, using `hstep` for $m'=m+1$ and the two diagonal products. It identifies the matrices as angular momentum operators and is not used by the later theorems.

In `sum_sq_spherical`, `ht` evaluates $\operatorname{tr}(J_-J_+)$ by `sum_ladder`, `hp` recognises this trace as the sum of squared entries of $J_+$, `hm` transfers it to the transpose, and `hs` supplies the factor $\tfrac12$. In `reduced_element_sq`, `hph` squares the phase to 1, `simp only` pulls $R^2$ out of the double sum and inserts `hw`, and `linarith` multiplies by 3.

## From a sum over states to a sum over a range

The step that links the matrices to the induction is `Fin.sum_univ_eq_sum_range`. For a function $f$ on the natural numbers it rewrites the sum of $f(k)$ over `k : Fin N` as the sum over `Finset.range N`. A direct induction on `n` is awkward, because raising `n` changes the index type and also shifts every $m$ by $-\tfrac12$. After the rewrite the index is a plain natural number, the length $N$ can be raised with the offset $x$ held fixed, and $x=j$, $N=n+1$ are substituted only at the end. The lemma requires a summand defined for all natural $k$, and `mag` and `ladder` have that form, since they take `k : ℕ`. The summand is passed explicitly, as in `(fun k => mag n k ^ 2)`, which gives `rw` a definite pattern to match.
